# Weak-field Kerr alignment of a classical rotor: a dipole term in $1/T^2$ and a polarizability term in $1/T$

Suppose I describe a molecule's orientation by one classical number, the cosine $x$ of the angle between its symmetry axis and a static field $F$, with $x$ uniform on $[-1,1]$ when the field is off. The field then gives each orientation a Boltzmann weight $\exp(pFx+qF^2x^2)$, where $p$ is the dipole moment over $kT$ and $q$ is the polarizability anisotropy over $2kT$. I expect the average of $P_2(x)=(3x^2-1)/2$ to start at order $F^2$, with coefficient $p^2/15+2q/15$. The usual argument expands the exponential and drops the rest. Can I see it with the dropped terms under control, and with the whole argument checked by Lean?

## The average as a quotient, and its limit

Yes. The first choice is what "average" and "small field" mean. Here the average of an observable $g$ is a quotient of two integrals,

$$\langle g\rangle_F=\frac{\int_{-1}^{1}g(x)\,w_F(x)\,dx}{\int_{-1}^{1}w_F(x)\,dx},\qquad w_F(x)=e^{pFx+qF^2x^2},$$

and the claim concerns the limit of $\langle P_2\rangle_F/F^2$ as $F\to0$ through nonzero values of either sign.

**Expanding the weight.** Write $u=pFx+qF^2x^2$ and $c=1+|p|+|q|$, and take $c|F|\le1$. Then $|F|\le 1$, and since $u=Fx(p+qFx)$, we have $|u|\le c|F|\le1$. For such $u$, the exponential differs from $1+u+u^2/2$ by at most $|u|^3\le c^3|F|^3$. Moreover,

$$\frac{u^2}{2}=\frac{p^2}{2}F^2x^2+F^3x^3\,q\left(p+\frac{qFx}{2}\right),$$

where the last term is at most $c^2|F|^3\le c^3|F|^3$ in size. Hence, uniformly in $x$,

$$\left|w_F(x)-1-pFx-\left(q+\frac{p^2}{2}\right)F^2x^2\right|\le 2c^3|F|^3.$$

**Integrating against $P_2$.** The moments needed are

$$\int_{-1}^{1}P_2\,dx=\frac12(2-2)=0,\qquad \int_{-1}^{1}P_2\,x\,dx=0,\qquad \int_{-1}^{1}P_2\,x^2dx=\frac12\left(\frac65-\frac23\right)=\frac4{15}.$$

The second vanishes because its integrand is odd. The constant and linear terms of the weight therefore drop out. Since $|P_2|\le1$ on an interval of length 2, the numerator is $\frac{4}{15}(q+p^2/2)F^2$ with an error of at most $4c^3|F|^3$. Dividing by $F^2$ leaves an error of order $|F|$, which vanishes in the limit. The denominator tends to 2, so

$$\frac{\langle P_2\rangle_F}{F^2}\to\frac{2}{15}\left(q+\frac{p^2}{2}\right)=\frac{p^2}{15}+\frac{2q}{15}.$$

**Inserting the molecule.** Let $\mu$ be the dipole along the axis, $\alpha_\parallel$ and $\alpha_\perp$ the polarizabilities along and across it, and $\beta=1/kT$. The energy is

$$U=-\mu Fx-\frac{F^2}{2}\left[\alpha_\parallel x^2+\alpha_\perp(1-x^2)\right],$$

so that

$$-\beta U=\frac{\beta\alpha_\perp F^2}{2}+\beta\mu Fx+\frac{\beta(\alpha_\parallel-\alpha_\perp)}{2}F^2x^2.$$

The first term does not depend on $x$ and cancels in the quotient. With $p=\beta\mu$ and $q=\beta(\alpha_\parallel-\alpha_\perp)/2$, the limit is $\beta^2\mu^2/15+\beta(\alpha_\parallel-\alpha_\perp)/15$. For molecular constants independent of temperature, these are the $1/T^2$ and $1/T$ terms.

## What the Lean theorems say

In `kerr_alignment`, `p` and `q` are arbitrary real numbers. `orientMean (weight p q F) P2` is $\langle P_2\rangle_F$, the filter `𝓝[≠] 0` expresses $F\to0$ with $F\ne0$, and `Tendsto` states the limit. `partition_pos` shows that the denominator is positive in every field, so the mean is a genuine quotient.

`kerr_alignment_molecular` states the same limit for the weight $e^{-\beta U}$, with `energy` as $U$ and `αpar`, `αperp` as the two polarizabilities. The factor $1/2$ in the induced energy belongs to polarizabilities defined by an induced dipole of polarizability times field. `kerr_compensation` adds that, for $\beta\ne0$, the quadratic coefficient is zero exactly when $\beta\mu^2+\alpha_\parallel-\alpha_\perp=0$. At positive temperature a polar molecule meets this condition only if it is more polarizable across its axis than along it.

The Boltzmann weight is the postulate here: it stands for thermal equilibrium of a rigid classical rotor, and $F$ is the field that the molecule feels. Quantized rotation, interactions between molecules and hyperpolarizability are absent. The theorems concern alignment; a measured Kerr constant also needs the number density and the optical anisotropy that turn alignment into birefringence. For non-interacting classical rotors, the formula links dipoles and static polarizabilities from electronic-structure calculations to the orientational part of that effect.

```lean
import Mathlib

open Filter Topology

namespace KerrAlignment

noncomputable section

/-- The alignment observable `(3x² - 1)/2` of a rotor axis with direction cosine `x`. -/
def P2 (x : ℝ) : ℝ := (3 * x ^ 2 - 1) / 2

/-- The Boltzmann weight `exp(pFx + qF²x²)` of the direction cosine `x` in the field `F`. -/
def weight (p q F x : ℝ) : ℝ := Real.exp (p * F * x + q * F ^ 2 * x ^ 2)

/-- The mean of `g` over direction cosines in `[-1,1]` with weight `w`, normalized by the
integral of `w`, which must be nonzero. -/
def orientMean (w g : ℝ → ℝ) : ℝ :=
  (∫ x in (-1 : ℝ)..1, g x * w x) / ∫ x in (-1 : ℝ)..1, w x

/-- The energy in a field `F` of a symmetric rotor with dipole `μ` along its axis and
polarizabilities `αpar` along and `αperp` across the axis. -/
def energy (μ αpar αperp F x : ℝ) : ℝ :=
  -(μ * F * x) - F ^ 2 * (αpar * x ^ 2 + αperp * (1 - x ^ 2)) / 2

theorem continuous_weight (p q F : ℝ) : Continuous (weight p q F) := by
  show Continuous (fun x => Real.exp (p * F * x + q * F ^ 2 * x ^ 2))
  fun_prop

/-- The orientational partition integral is positive in every field. -/
theorem partition_pos (p q F : ℝ) : 0 < ∫ x in (-1 : ℝ)..1, weight p q F x :=
  intervalIntegral.intervalIntegral_pos_of_pos
    ((continuous_weight p q F).intervalIntegrable _ _) (fun _ => Real.exp_pos _) (by norm_num)

/-- In a weak field, `(1 + |p| + |q|)|F| ≤ 1`, the Boltzmann weight agrees with its
second-order expansion up to a cubic error, uniformly in the direction cosine `|x| ≤ 1`. -/
theorem weight_expansion {p q F x : ℝ} (hx : |x| ≤ 1) (hF : (1 + |p| + |q|) * |F| ≤ 1) :
    |weight p q F x - (1 + p * F * x + (q + p ^ 2 / 2) * F ^ 2 * x ^ 2)|
      ≤ 2 * (1 + |p| + |q|) ^ 3 * |F| ^ 3 := by
  have hp := abs_nonneg p
  have hq := abs_nonneg q
  obtain ⟨c, hc⟩ : ∃ c, c = 1 + |p| + |q| := ⟨_, rfl⟩
  rw [← hc] at hF ⊢
  have hc1 : 1 ≤ c := by linarith
  have hc0 : 0 ≤ c := by linarith
  have hqc : |q| ≤ c := by linarith
  have hF1 : |F| ≤ 1 := by nlinarith [mul_nonneg (sub_nonneg.2 hc1) (abs_nonneg F)]
  have hFx : |F * x| ≤ 1 := by
    rw [abs_mul]
    exact mul_le_one₀ hF1 (abs_nonneg _) hx
  have hFx2 : |F * x / 2| ≤ 1 := by
    rw [abs_div, abs_two]
    linarith
  have hb : ∀ t : ℝ, |t| ≤ 1 → |p + q * t| ≤ c := by
    intro t ht
    have h1 := abs_add_le p (q * t)
    rw [abs_mul] at h1
    have h2 := mul_le_mul_of_nonneg_left ht hq
    linarith
  have hb1 := hb _ hFx
  have hb2 := hb _ hFx2
  obtain ⟨u, hu⟩ : ∃ u, u = p * F * x + q * F ^ 2 * x ^ 2 := ⟨_, rfl⟩
  -- the exponent is of first order in the field
  have huc : |u| ≤ c * |F| := by
    have e : u = F * (x * (p + q * (F * x))) := by rw [hu]; ring
    rw [e, abs_mul, abs_mul]
    calc |F| * (|x| * |p + q * (F * x)|) ≤ |F| * (1 * c) := by gcongr
      _ = c * |F| := by ring
  have h3 : |Real.exp u - (1 + u + u ^ 2 / 2)| ≤ |u| ^ 3 := by
    have h := Real.exp_bound (huc.trans hF) (n := 3) (by norm_num)
    have e : ∑ m ∈ Finset.range 3, u ^ m / (m.factorial : ℝ) = 1 + u + u ^ 2 / 2 := by
      simp [Finset.sum_range_succ, Nat.factorial]
    rw [e] at h
    exact h.trans (mul_le_of_le_one_right (by positivity) (by norm_num [Nat.factorial]))
  have h4 := pow_le_pow_left₀ (abs_nonneg u) huc 3
  -- the part of u²/2 beyond second order
  have h5 : |F ^ 3 * (x ^ 3 * (q * (p + q * (F * x / 2))))| ≤ |F| ^ 3 * (1 * (c * c)) := by
    have hx3 : |x| ^ 3 ≤ 1 := pow_le_one₀ (abs_nonneg x) hx
    rw [abs_mul, abs_mul, abs_mul, abs_pow, abs_pow]
    gcongr
  have e : weight p q F x - (1 + p * F * x + (q + p ^ 2 / 2) * F ^ 2 * x ^ 2)
      = (Real.exp u - (1 + u + u ^ 2 / 2))
        + F ^ 3 * (x ^ 3 * (q * (p + q * (F * x / 2)))) := by
    rw [weight, ← hu, hu]
    ring
  have hcc : c * c ≤ c ^ 3 := by
    nlinarith [mul_nonneg (mul_nonneg hc0 hc0) (sub_nonneg.2 hc1)]
  have h6 := mul_le_mul_of_nonneg_left hcc (pow_nonneg (abs_nonneg F) 3)
  rw [e]
  refine (abs_add_le _ _).trans ?_
  rw [mul_pow] at h4
  linarith

/-- For a continuous observable whose zeroth and first moments over `[-1,1]` vanish, the thermal
mean divided by `F²` tends to `q + p²/2` times half the second moment as the field `F` goes to zero.
-/
theorem second_order_response (p q : ℝ) {g : ℝ → ℝ} (hg : Continuous g)
    (h0 : ∫ x in (-1 : ℝ)..1, g x = 0) (h1 : ∫ x in (-1 : ℝ)..1, g x * x = 0) :
    Tendsto (fun F => orientMean (weight p q F) g / F ^ 2) (𝓝[≠] 0)
      (𝓝 ((q + p ^ 2 / 2) * (∫ x in (-1 : ℝ)..1, g x * x ^ 2) / 2)) := by
  obtain ⟨G, hG⟩ := (isCompact_Icc (a := (-1 : ℝ)) (b := 1)).exists_bound_of_continuousOn
    hg.continuousOn
  have hG0 : 0 ≤ G := (norm_nonneg _).trans (hG 0 (by norm_num))
  have hlim : ∀ C : ℝ, Tendsto (fun F : ℝ => C * |F|) (𝓝[≠] 0) (𝓝 0) := by
    intro C
    have h : Continuous (fun F : ℝ => C * |F|) := by fun_prop
    have h' := h.tendsto 0
    rw [abs_zero, mul_zero] at h'
    exact h'.mono_left nhdsWithin_le_nhds
  -- the numerator, with an error of third order in the field
  have hN : Tendsto (fun F => (∫ x in (-1 : ℝ)..1, g x * weight p q F x) / F ^ 2) (𝓝[≠] 0)
      (𝓝 ((q + p ^ 2 / 2) * ∫ x in (-1 : ℝ)..1, g x * x ^ 2)) := by
    refine tendsto_iff_norm_sub_tendsto_zero.2 (squeeze_zero'
      (Eventually.of_forall fun _ => norm_nonneg _) ?_ (hlim (4 * G * (1 + |p| + |q|) ^ 3)))
    filter_upwards [(hlim (1 + |p| + |q|)).eventually_le_const zero_lt_one,
      self_mem_nhdsWithin] with F hF hF0
    have hF0 : F ≠ 0 := hF0
    have hw := continuous_weight p q F
    have hD : ∫ x in (-1 : ℝ)..1, g x *
        (weight p q F x - (1 + p * F * x + (q + p ^ 2 / 2) * F ^ 2 * x ^ 2))
        = (∫ x in (-1 : ℝ)..1, g x * weight p q F x)
          - (q + p ^ 2 / 2) * F ^ 2 * ∫ x in (-1 : ℝ)..1, g x * x ^ 2 := by
      have e : (fun x => g x *
          (weight p q F x - (1 + p * F * x + (q + p ^ 2 / 2) * F ^ 2 * x ^ 2)))
          = fun x => g x * weight p q F x - g x - (p * F) * (g x * x)
            - ((q + p ^ 2 / 2) * F ^ 2) * (g x * x ^ 2) := by
        funext x
        ring
      rw [e, intervalIntegral.integral_sub, intervalIntegral.integral_sub,
        intervalIntegral.integral_sub, intervalIntegral.integral_const_mul,
        intervalIntegral.integral_const_mul, h0, h1]
      · ring
      all_goals exact Continuous.intervalIntegrable (by fun_prop) _ _
    have hB := intervalIntegral.norm_integral_le_of_norm_le_const (a := (-1 : ℝ)) (b := 1)
      (f := fun x => g x *
        (weight p q F x - (1 + p * F * x + (q + p ^ 2 / 2) * F ^ 2 * x ^ 2)))
      (C := G * (2 * (1 + |p| + |q|) ^ 3 * |F| ^ 3)) (by
        intro x hx
        rw [Set.uIoc_of_le (by norm_num)] at hx
        rw [norm_mul]
        exact mul_le_mul (hG x ⟨hx.1.le, hx.2⟩)
          (weight_expansion (abs_le.2 ⟨hx.1.le, hx.2⟩) hF) (norm_nonneg _) hG0)
    have h2 : |(1 : ℝ) - (-1)| = 2 := by norm_num
    rw [hD, h2, Real.norm_eq_abs] at hB
    have e : (∫ x in (-1 : ℝ)..1, g x * weight p q F x) / F ^ 2
        - (q + p ^ 2 / 2) * (∫ x in (-1 : ℝ)..1, g x * x ^ 2)
        = ((∫ x in (-1 : ℝ)..1, g x * weight p q F x)
          - (q + p ^ 2 / 2) * F ^ 2 * ∫ x in (-1 : ℝ)..1, g x * x ^ 2) / F ^ 2 := by
      field_simp
    rw [e, Real.norm_eq_abs, abs_div, abs_pow, div_le_iff₀ (by positivity)]
    exact hB.trans (le_of_eq (by ring))
  -- the partition integral tends to its field-free value
  have hZ : Tendsto (fun F => ∫ x in (-1 : ℝ)..1, weight p q F x) (𝓝 0) (𝓝 2) := by
    have hc : Continuous (fun F => ∫ x in (-1 : ℝ)..1, weight p q F x) :=
      intervalIntegral.continuous_parametric_intervalIntegral_of_continuous'
        (by unfold Function.uncurry weight; fun_prop) (-1) 1
    have e : ∫ x in (-1 : ℝ)..1, weight p q 0 x = 2 := by norm_num [weight]
    have h := hc.tendsto 0
    rwa [e] at h
  refine (hN.div (hZ.mono_left nhdsWithin_le_nhds) two_ne_zero).congr ?_
  intro F
  simp only [orientMean, Pi.div_apply]
  exact div_right_comm _ _ _

/-- The zeroth, first and second moments of `P2` over `[-1,1]` are `0`, `0` and `4/15`. -/
theorem P2_moments : (∫ x in (-1 : ℝ)..1, P2 x = 0) ∧ (∫ x in (-1 : ℝ)..1, P2 x * x = 0) ∧
    ∫ x in (-1 : ℝ)..1, P2 x * x ^ 2 = 4 / 15 := by
  have h : ∀ n : ℕ, ∫ x in (-1 : ℝ)..1, P2 x * x ^ n
      = 3 / 2 * ((1 ^ (n + 2 + 1) - (-1) ^ (n + 2 + 1)) / (((n + 2 : ℕ) : ℝ) + 1))
        - 1 / 2 * ((1 ^ (n + 1) - (-1) ^ (n + 1)) / ((n : ℝ) + 1)) := by
    intro n
    have e : (fun x : ℝ => P2 x * x ^ n)
        = fun x => 3 / 2 * x ^ (n + 2) - 1 / 2 * x ^ n := by
      funext x
      simp only [P2]
      ring
    rw [e, intervalIntegral.integral_sub, intervalIntegral.integral_const_mul,
      intervalIntegral.integral_const_mul, integral_pow, integral_pow]
    all_goals exact Continuous.intervalIntegrable (by fun_prop) _ _
  refine ⟨?_, ?_, ?_⟩
  · calc ∫ x in (-1 : ℝ)..1, P2 x = ∫ x in (-1 : ℝ)..1, P2 x * x ^ 0 := by
          simp only [pow_zero, mul_one]
      _ = 0 := by rw [h]; norm_num
  · calc ∫ x in (-1 : ℝ)..1, P2 x * x = ∫ x in (-1 : ℝ)..1, P2 x * x ^ 1 := by
          simp only [pow_one]
      _ = 0 := by rw [h]; norm_num
  · rw [h]
    norm_num

/-- Kerr alignment: with weight `exp(pFx + qF²x²)`, the mean of `(3x² - 1)/2` divided by `F²`
tends to `p²/15 + 2q/15` as the field goes to zero. -/
theorem kerr_alignment (p q : ℝ) :
    Tendsto (fun F => orientMean (weight p q F) P2 / F ^ 2) (𝓝[≠] 0)
      (𝓝 (p ^ 2 / 15 + 2 * q / 15)) := by
  obtain ⟨h0, h1, h2⟩ := P2_moments
  have hP : Continuous P2 := by
    show Continuous (fun x : ℝ => (3 * x ^ 2 - 1) / 2)
    fun_prop
  have h := second_order_response p q hP h0 h1
  have e : (q + p ^ 2 / 2) * (4 / 15) / 2 = p ^ 2 / 15 + 2 * q / 15 := by ring
  rwa [h2, e] at h

/-- A nonzero constant factor in the weight does not change an orientational mean. -/
theorem orientMean_const_mul {c : ℝ} (hc : c ≠ 0) (w g : ℝ → ℝ) :
    orientMean (fun x => c * w x) g = orientMean w g := by
  have e : (fun x => g x * (c * w x)) = fun x => c * (g x * w x) := by
    funext x
    ring
  simp only [orientMean]
  rw [e, intervalIntegral.integral_const_mul, intervalIntegral.integral_const_mul,
    mul_div_mul_left _ _ hc]

/-- For a symmetric rotor at inverse temperature `β`, the alignment divided by `F²` tends to
`β²μ²/15 + β(αpar - αperp)/15` as the field goes to zero. -/
theorem kerr_alignment_molecular (β μ αpar αperp : ℝ) :
    Tendsto (fun F => orientMean (fun x => Real.exp (-β * energy μ αpar αperp F x)) P2 / F ^ 2)
      (𝓝[≠] 0) (𝓝 (β ^ 2 * μ ^ 2 / 15 + β * (αpar - αperp) / 15)) := by
  have e : ∀ F, orientMean (fun x => Real.exp (-β * energy μ αpar αperp F x)) P2
      = orientMean (weight (β * μ) (β * (αpar - αperp) / 2) F) P2 := by
    intro F
    -- the isotropic part of the energy is a common factor of the weight
    have hw : (fun x => Real.exp (-β * energy μ αpar αperp F x)) = fun x =>
        Real.exp (β * αperp * F ^ 2 / 2) * weight (β * μ) (β * (αpar - αperp) / 2) F x := by
      funext x
      simp only [energy, weight]
      rw [← Real.exp_add]
      congr 1
      ring
    rw [hw]
    exact orientMean_const_mul (Real.exp_ne_zero _) _ _
  have hl : β ^ 2 * μ ^ 2 / 15 + β * (αpar - αperp) / 15
      = (β * μ) ^ 2 / 15 + 2 * (β * (αpar - αperp) / 2) / 15 := by ring
  simp only [e]
  rw [hl]
  exact kerr_alignment _ _

/-- At nonzero inverse temperature `β`, the alignment quadratic in the field vanishes exactly
when `βμ² + αpar - αperp = 0`. -/
theorem kerr_compensation {β : ℝ} (hβ : β ≠ 0) (μ αpar αperp : ℝ) :
    Tendsto (fun F => orientMean (fun x => Real.exp (-β * energy μ αpar αperp F x)) P2 / F ^ 2)
      (𝓝[≠] 0) (𝓝 0) ↔ β * μ ^ 2 + (αpar - αperp) = 0 := by
  have hk := kerr_alignment_molecular β μ αpar αperp
  constructor
  · intro h
    have h' := tendsto_nhds_unique h hk
    have hm : β * (β * μ ^ 2 + (αpar - αperp)) = 0 := by linear_combination (-15) * h'
    exact (mul_eq_zero.1 hm).resolve_left hβ
  · intro h
    have hz : β ^ 2 * μ ^ 2 / 15 + β * (αpar - αperp) / 15 = 0 := by
      linear_combination β / 15 * h
    rwa [hz] at hk

end

end KerrAlignment
```

```lean
#print axioms KerrAlignment.partition_pos
#print axioms KerrAlignment.kerr_alignment_molecular
#print axioms KerrAlignment.kerr_compensation
```

```
'KerrAlignment.partition_pos' depends on axioms: [propext, Classical.choice, Quot.sound]
'KerrAlignment.kerr_alignment_molecular' depends on axioms: [propext, Classical.choice, Quot.sound]
'KerrAlignment.kerr_compensation' depends on axioms: [propext, Classical.choice, Quot.sound]
```

## From the cubic error to the compensation condition

`weight_expansion` is the uniform bound above. It names the exponent `u`, proves $|u|\le c|F|$ as `huc`, and takes the exponential remainder from `Real.exp_bound` with three terms. The bound `h5` handles the part of $u^2/2$ beyond second order, and the triangle inequality adds the two errors.

`second_order_response` does the integration for any continuous $g$ whose zeroth and first moments vanish. Compactness of $[-1,1]$ supplies a bound `G` on $|g|$. The identity `hD` removes the two vanishing moments, `hB` bounds the integrated error, and a squeeze argument gives the limit `hN` of the numerator over $F^2$. Continuity of the partition integral in $F$ gives its limit 2, called `hZ`, and the two limits are divided.

`P2_moments` computes $\int P_2x^n\,dx$ for general $n$ and evaluates it at $n=0,1,2$. `kerr_alignment` inserts these values. `orientMean_const_mul` cancels a constant factor in the weight, which is how the molecular theorem disposes of $e^{\beta\alpha_\perp F^2/2}$. Finally, `kerr_compensation` uses uniqueness of limits: a limit of zero forces $\beta(\beta\mu^2+\alpha_\parallel-\alpha_\perp)=0$, and $\beta\ne0$ can be divided out.

## A nonzero first moment, and the average in code

The vanishing first moment in `second_order_response` is needed. Take $g(x)=x$, $p=1$ and $q=0$. The zeroth moment is still zero, but the first is $2/3$, and $\langle x\rangle_F\approx F/3$ for small $F$. Then $\langle x\rangle_F/F^2\approx1/(3F)$, which has no finite limit. This is ordinary dipole orientation, which is linear in the field.

In a program, the two integrals can be approximated by sums over Gauss–Legendre nodes in $x$. At small $F$, the numerator is a tiny remainder of order-one terms that cancel, so rounding error in the ratio grows roughly as machine precision over $F^2$. Because $\int P_2\,dx=0$, the numerator can use `expm1(u)` in place of `exp(u)`, which softens that growth to roughly $1/|F|$. Reversing $F$ and $x$ together leaves the weight unchanged, and $P_2$ is even in $x$, so the ratio is even in $F$, and values at several modest fields can be extrapolated in $F^2$ and compared with $p^2/15+2q/15$.
